# One attractive pair in two levels: BCS pairing collapses at weak coupling, but the exact ground state still occupies both levels

## Levels, pairs and the BCS angle

Two levels have energies −d and +d. Each is either empty or holds one pair of electrons, so a pair contributes −2d or +2d. There are no broken pairs (seniority zero). The basis states |00⟩, |10⟩, |01⟩, |11⟩ list the lower level first and carry the Lean indices 0, 1, 2, 3. All amplitudes are real.

```lean
import Mathlib

open Matrix

namespace PairingCollapse

noncomputable section
```

Two matrices remove a pair from one level each, and their products with their transposes count pairs.

```lean
/-- Removes a pair from the lower level, in the basis |00⟩, |10⟩, |01⟩, |11⟩ of
pair occupations (lower level first). -/
def removeLower : Matrix (Fin 4) (Fin 4) ℝ :=
  !![0, 1, 0, 0; 0, 0, 0, 0; 0, 0, 0, 1; 0, 0, 0, 0]

/-- Removes a pair from the upper level, in the same basis. -/
def removeUpper : Matrix (Fin 4) (Fin 4) ℝ :=
  !![0, 0, 1, 0; 0, 0, 0, 1; 0, 0, 0, 0; 0, 0, 0, 0]

/-- The operator that counts pairs. -/
def pairNumber : Matrix (Fin 4) (Fin 4) ℝ :=
  removeLowerᵀ * removeLower + removeUpperᵀ * removeUpper
```

Let P be the sum of the two removal matrices. The Hamiltonian H consists of the level energies and the attraction −G PᵀP, where G is the strength with which a pair scatters between levels. The diagonal part of the attraction is kept.

```lean
/-- The pairing Hamiltonian for levels at energies `-d` and `d` with pairing strength `G`. -/
def fockHamiltonian (d G : ℝ) : Matrix (Fin 4) (Fin 4) ℝ :=
  (-(2 * d)) • (removeLowerᵀ * removeLower) + (2 * d) • (removeUpperᵀ * removeUpper)
    - G • ((removeLower + removeUpper)ᵀ * (removeLower + removeUpper))
```

A separate 2×2 matrix is meant to describe exactly one pair; part (b) tests this.

```lean
/-- The Hamiltonian of exactly one pair in the two levels. -/
def pairHamiltonian (d G : ℝ) : Matrix (Fin 2) (Fin 2) ℝ :=
  !![-2 * d - G, -G; -G, 2 * d - G]
```

The BCS state ψ is a product over levels with a single angle x. With s = sin(x/2) and c = cos(x/2), the lower level is filled with amplitude c and empty with amplitude s; for the upper level the roles are exchanged. Unless sin x = 0, the state mixes zero, one and two pairs.

```lean
/-- The BCS product state whose lower level is filled with amplitude `cos (x/2)` and
whose upper level is filled with amplitude `sin (x/2)`. -/
def bcsState (x : ℝ) : Fin 4 → ℝ :=
  ![Real.sin (x / 2) * Real.cos (x / 2), Real.cos (x / 2) ^ 2,
    Real.sin (x / 2) ^ 2, Real.sin (x / 2) * Real.cos (x / 2)]
```

Its energy E(x) and pairing amplitude are defined as expectation values. In Lean, `*ᵥ` applies a matrix to a vector and `⬝ᵥ` is the dot product.

```lean
/-- The expectation value of the pairing Hamiltonian in the BCS state. -/
def bcsEnergy (d G x : ℝ) : ℝ := bcsState x ⬝ᵥ (fockHamiltonian d G *ᵥ bcsState x)

/-- The pairing amplitude: the expectation value of the total pair-removal operator. -/
def pairAmplitude (x : ℝ) : ℝ := bcsState x ⬝ᵥ ((removeLower + removeUpper) *ᵥ bcsState x)
```

The last definition only names a number, which part (h) connects to the 2×2 matrix.

```lean
/-- The closed form `-G - √(4d² + G²)` for the lowest energy of one pair. -/
def exactEnergy (d G : ℝ) : ℝ := -G - √(4 * d ^ 2 + G ^ 2)
```

## (a) The Hamiltonian in the occupation basis

Show that the only entries of H that can be nonzero are

H₁₁ = −2d − G, H₂₂ = 2d − G, H₁₂ = H₂₁ = −G, H₃₃ = −2G.

The level energies give the diagonal 0, −2d, 2d, 0. Further, P|00⟩ = 0, P|10⟩ = P|01⟩ = |00⟩ and P|11⟩ = |10⟩ + |01⟩. The entries of PᵀP are the inner products of these vectors: 1 for all four entries between |10⟩ and |01⟩, 2 for |11⟩, and 0 otherwise. Multiplying by −G and adding gives the result. Lean checks the sixteen entries one by one.

```lean
/-- The pairing Hamiltonian written out in the basis of pair occupations. -/
theorem fockHamiltonian_eq (d G : ℝ) : fockHamiltonian d G =
    !![0, 0, 0, 0; 0, -2 * d - G, -G, 0; 0, -G, 2 * d - G, 0; 0, 0, 0, -2 * G] := by
  ext i j
  fin_cases i <;> fin_cases j <;>
    simp [fockHamiltonian, removeLower, removeUpper, Matrix.mul_apply, Fin.sum_univ_four]
  ring
```

## (b) The block with one pair

Show that H restricted to |10⟩ and |01⟩ is the matrix with rows

(−2d − G, −G) and (−G, 2d − G).

These are rows and columns 1 and 2 of the matrix in (a), which `submatrix` selects. From here on, the components v₀ and v₁ of a one-pair vector belong to |10⟩ and |01⟩.

```lean
/-- The one-pair Hamiltonian is the block of the pairing Hamiltonian on |10⟩ and |01⟩. -/
theorem onePair_block (d G : ℝ) :
    (fockHamiltonian d G).submatrix ![1, 2] ![1, 2] = pairHamiltonian d G := by
  rw [fockHamiltonian_eq]
  ext i j
  fin_cases i <;> fin_cases j <;> simp [pairHamiltonian]
```

## (c) Norm, mean pair number and pairing amplitude

Show that ψ is normalised, holds one pair on average, and satisfies

⟨ψ|P|ψ⟩ = sin x.

The components of ψ are sc, c², s², sc. The norm squared is

2s²c² + c⁴ + s⁴ = (s² + c²)² = 1.

The pair number is diagonal with entries 0, 1, 1, 2, so its mean is c⁴ + s⁴ + 2s²c² = 1 as well. Finally, Pψ has components c² + s², sc, sc, 0, so

⟨ψ|P|ψ⟩ = sc(c² + s²) + c²·sc + s²·sc = 2sc = sin x.

Each `linear_combination` step supplies the multiple of s² + c² = 1 that is used.

```lean
/-- The BCS state is normalised, holds one pair on average, and has pairing
amplitude `sin x`. -/
theorem bcsState_averages (x : ℝ) : bcsState x ⬝ᵥ bcsState x = 1 ∧
    bcsState x ⬝ᵥ (pairNumber *ᵥ bcsState x) = 1 ∧ pairAmplitude x = Real.sin x := by
  have p := Real.sin_sq_add_cos_sq (x / 2)
  have hs := Real.sin_add (x / 2) (x / 2)
  rw [add_halves] at hs
  have hN : pairNumber = !![0, 0, 0, 0; 0, 1, 0, 0; 0, 0, 1, 0; 0, 0, 0, 2] := by
    ext i j
    fin_cases i <;> fin_cases j <;>
      simp [pairNumber, removeLower, removeUpper, Matrix.mul_apply, Fin.sum_univ_four]
    norm_num
  rw [hN, pairAmplitude, hs, bcsState]
  generalize Real.sin (x / 2) = s at *
  generalize Real.cos (x / 2) = c at *
  refine ⟨?_, ?_, ?_⟩
  · simp [dotProduct, Fin.sum_univ_four]
    linear_combination (s ^ 2 + c ^ 2 + 1) * p
  · simp [Matrix.mulVec, dotProduct, Fin.sum_univ_four]
    linear_combination (s ^ 2 + c ^ 2 + 1) * p
  · simp [removeLower, removeUpper, Matrix.mulVec, dotProduct, Fin.sum_univ_four]
    linear_combination (2 * s * c) * p
```

## (d) The BCS energy as a function of the angle

Show that

E(x) = −G − 2d cos x − (G/2) sin²x.

Inserting ψ into the matrix of (a) gives

E(x) = (−2d − G)c⁴ + (2d − G)s⁴ − 2Gs²c² − 2Gs²c²

= −2d(c⁴ − s⁴) − G(c⁴ + s⁴ + 4s²c²)

= −2d(c² − s²) − G(1 + 2s²c²).

Now c² − s² = cos x and 2sc = sin x. Lean takes these from the addition formulas and then works with polynomials in s and c.

```lean
/-- The BCS energy at angle `x` is `-G - 2d cos x - (G/2) sin² x`. -/
theorem bcsEnergy_eq (d G x : ℝ) :
    bcsEnergy d G x = -G - 2 * d * Real.cos x - G / 2 * Real.sin x ^ 2 := by
  have p := Real.sin_sq_add_cos_sq (x / 2)
  have hs := Real.sin_add (x / 2) (x / 2)
  have hc := Real.cos_add (x / 2) (x / 2)
  rw [add_halves] at hs hc
  rw [bcsEnergy, fockHamiltonian_eq, hs, hc, bcsState]
  generalize Real.sin (x / 2) = s at *
  generalize Real.cos (x / 2) = c at *
  simp [Matrix.mulVec, dotProduct, Fin.sum_univ_four]
  linear_combination (-2 * d * (c ^ 2 - s ^ 2) - G * (s ^ 2 + c ^ 2 + 1)) * p
```

## (e) The minimum at strong pairing

For d > 0 and G > 2d, show that the lowest BCS energy is

−3G/2 − 2d²/G.

Replace sin²x by 1 − cos²x and complete the square:

E(x) = −3G/2 − 2d²/G + (G/2)(cos x − 2d/G)².

The square is non-negative, and it vanishes at cos x = 2d/G, which lies between 0 and 1. `IsLeast` demands both facts: the value is attained, and it is a lower bound. The identity is `key`, and the angle is supplied by `Real.arccos`.

```lean
/-- For `d > 0` and `G > 2d` the lowest BCS energy is `-3G/2 - 2d²/G`. -/
theorem bcs_min_strong {d G : ℝ} (hd : 0 < d) (hG : 2 * d < G) :
    IsLeast (Set.range (bcsEnergy d G)) (-(3 * G / 2) - 2 * d ^ 2 / G) := by
  have hG0 : 0 < G := by linarith
  -- the energy is a complete square in cos x above its minimum
  have key : ∀ x, bcsEnergy d G x - (-(3 * G / 2) - 2 * d ^ 2 / G)
      = G / 2 * (Real.cos x - 2 * d / G) ^ 2 := by
    intro x
    rw [bcsEnergy_eq, Real.sin_sq]
    field_simp
    ring
  constructor
  · have h1 : 2 * d / G ≤ 1 := by rw [div_le_one hG0]; exact hG.le
    have h2 : 0 < 2 * d / G := by positivity
    refine ⟨Real.arccos (2 * d / G), ?_⟩
    have h := key (Real.arccos (2 * d / G))
    rw [Real.cos_arccos (by linarith) h1, sub_self] at h
    linarith
  · rintro _ ⟨x, rfl⟩
    have h : 0 ≤ G / 2 * (Real.cos x - 2 * d / G) ^ 2 := by positivity
    linarith [key x]
```

## (f) Comparison with the filled lower level

At x = 0 the pair sits entirely in the lower level, with energy −G − 2d. For d > 0 and G > 2d, show that

−3G/2 − 2d²/G < −G − 2d.

The right side minus the left side is

G/2 − 2d + 2d²/G = (G − 2d)²/(2G) > 0.

```lean
/-- For `d > 0` and `G > 2d` the energy `-3G/2 - 2d²/G` lies below `-G - 2d`. -/
theorem strong_lt_normal {d G : ℝ} (hd : 0 < d) (hG : 2 * d < G) :
    -(3 * G / 2) - 2 * d ^ 2 / G < -G - 2 * d := by
  have hG0 : 0 < G := by linarith
  have h : (-G - 2 * d) - (-(3 * G / 2) - 2 * d ^ 2 / G) = (G - 2 * d) ^ 2 / (2 * G) := by
    field_simp
    ring
  have h' : 0 < (G - 2 * d) ^ 2 / (2 * G) :=
    div_pos (pow_pos (by linarith) 2) (by linarith)
  linarith
```

## (g) Where the pairing amplitude vanishes

Let d > 0 and let x minimise E. Show that

sin x = 0 if and only if G ≤ 2d.

Suppose G ≤ 2d. Then

E(x) − E(0) = 2d(1 − cos x) − (G/2) sin²x = (2d − G) sin²x / 2 + d(1 − cos x)².

Both terms are non-negative, and their sum is at most zero because x is a minimiser. Hence cos x = 1 and sin x = 0.

Suppose instead that G > 2d and sin x = 0. Then E(x) = −G − 2d cos x ≥ −G − 2d, which by (e) and (f) lies above the minimum, a contradiction. The hypothesis `hx` says that x is a minimiser.

```lean
/-- For `d > 0`, a BCS state of lowest energy has zero pairing amplitude exactly when
`G ≤ 2d`. -/
theorem bcs_collapse_iff {d G x : ℝ} (hd : 0 < d)
    (hx : ∀ y, bcsEnergy d G x ≤ bcsEnergy d G y) : pairAmplitude x = 0 ↔ G ≤ 2 * d := by
  rw [(bcsState_averages x).2.2]
  have p := Real.sin_sq_add_cos_sq x
  constructor
  · intro hs
    by_contra hG
    obtain ⟨y, hy⟩ := (bcs_min_strong hd (not_le.mp hG)).1
    have h := hx y
    rw [hy, bcsEnergy_eq, hs] at h
    nlinarith [strong_lt_normal hd (not_le.mp hG),
      mul_nonneg hd.le (sub_nonneg.mpr (Real.cos_le_one x))]
  · intro hG
    have h := hx 0
    rw [bcsEnergy_eq, bcsEnergy_eq, Real.cos_zero, Real.sin_zero] at h
    -- the excess energy is a sum of two non-negative terms
    have e : 2 * d * (1 - Real.cos x) - G / 2 * Real.sin x ^ 2
        = (2 * d - G) * Real.sin x ^ 2 / 2 + d * (1 - Real.cos x) ^ 2 := by
      linear_combination (-d) * p
    have h1 : 0 ≤ (2 * d - G) * Real.sin x ^ 2 :=
      mul_nonneg (by linarith) (sq_nonneg _)
    have h2 : d * (1 - Real.cos x) ^ 2 = 0 :=
      le_antisymm (by linarith) (mul_nonneg hd.le (sq_nonneg _))
    have h3 : 1 - Real.cos x = 0 :=
      pow_eq_zero_iff two_ne_zero |>.mp ((mul_eq_zero.mp h2).resolve_left hd.ne')
    have h4 : Real.sin x ^ 2 = 0 := by
      linear_combination p + (1 + Real.cos x) * h3
    exact pow_eq_zero_iff two_ne_zero |>.mp h4
```

## (h) The lowest one-pair eigenvalue

For G ≠ 0, show that the lowest eigenvalue of the matrix in (b) is

E₀ = −G − S, with S = √(4d² + G²).

The vector (G, S − 2d) is an eigenvector. The first row gives −2dG − G² − GS + 2dG = (−G − S)G, and the second row agrees because S² = 4d² + G². Normalised, it has weight (1 + 2d/S)/2 on the lower level and (1 − 2d/S)/2 on the upper.

For any eigenvector v with eigenvalue E, put λ = E + G. The two rows read

(λ + 2d)v₀ = −Gv₁, (λ − 2d)v₁ = −Gv₀.

Combining them gives (λ² − 4d² − G²)v₀ = 0 and the same for v₁. As v ≠ 0, λ = ±S, so E ≥ −G − S. Lean obtains the two combined equations as `ka` and `kb`.

```lean
/-- For `G ≠ 0` the lowest eigenvalue of the one-pair Hamiltonian is `-G - √(4d² + G²)`. -/
theorem exactEnergy_isLeast (d : ℝ) {G : ℝ} (hG : G ≠ 0) :
    IsLeast {E : ℝ | ∃ v : Fin 2 → ℝ, v ≠ 0 ∧ pairHamiltonian d G *ᵥ v = E • v}
      (exactEnergy d G) := by
  have hS : √(4 * d ^ 2 + G ^ 2) ^ 2 = 4 * d ^ 2 + G ^ 2 := Real.sq_sqrt (by positivity)
  have hS0 := Real.sqrt_nonneg (4 * d ^ 2 + G ^ 2)
  unfold exactEnergy
  generalize √(4 * d ^ 2 + G ^ 2) = S at *
  constructor
  · refine ⟨![G, S - 2 * d], fun h => hG (congrFun h 0), ?_⟩
    ext i
    fin_cases i
    · simp [pairHamiltonian, Matrix.mulVec, dotProduct, Fin.sum_univ_two]
      ring
    · simp [pairHamiltonian, Matrix.mulVec, dotProduct, Fin.sum_univ_two]
      linear_combination hS
  · rintro E ⟨v, hv, h⟩
    have h0 := congrFun h 0
    have h1 := congrFun h 1
    simp only [pairHamiltonian, Matrix.mulVec, dotProduct, Fin.sum_univ_two, Pi.smul_apply,
      smul_eq_mul, Matrix.of_apply, Matrix.cons_val_zero, Matrix.cons_val_one] at h0 h1
    -- the characteristic equation, read off from both components
    have ka : ((E + G) ^ 2 - (4 * d ^ 2 + G ^ 2)) * v 0 = 0 := by
      linear_combination (2 * d - (E + G)) * h0 + G * h1
    have kb : ((E + G) ^ 2 - (4 * d ^ 2 + G ^ 2)) * v 1 = 0 := by
      linear_combination G * h0 - (2 * d + (E + G)) * h1
    have hq : (E + G) ^ 2 = 4 * d ^ 2 + G ^ 2 := by
      by_contra hne
      apply hv
      ext i
      fin_cases i
      · exact (mul_eq_zero.mp ka).resolve_left (sub_ne_zero.mpr hne)
      · exact (mul_eq_zero.mp kb).resolve_left (sub_ne_zero.mpr hne)
    by_contra hlt
    have hlt' : E < -G - S := not_le.mp hlt
    nlinarith [mul_pos (show 0 < -S - (E + G) by linarith) (show 0 < S - (E + G) by linarith)]
```

## (i) Both levels are occupied

For G ≠ 0, show that every eigenvector of the one-pair matrix has

v₀ ≠ 0 and v₁ ≠ 0.

If v₀ = 0, the first row leaves Gv₁ = 0, so v₁ = 0 and v vanishes, which is excluded. The second row treats v₁ = 0 likewise. At G = 0 the vector (1, 0) is an eigenvector, so the claim fails there.

```lean
/-- For `G ≠ 0` every eigenvector of the one-pair Hamiltonian occupies both levels. -/
theorem exact_mixes_levels {d G E : ℝ} (hG : G ≠ 0) {v : Fin 2 → ℝ} (hv : v ≠ 0)
    (h : pairHamiltonian d G *ᵥ v = E • v) : v 0 ≠ 0 ∧ v 1 ≠ 0 := by
  have h0 := congrFun h 0
  have h1 := congrFun h 1
  simp only [pairHamiltonian, Matrix.mulVec, dotProduct, Fin.sum_univ_two, Pi.smul_apply,
    smul_eq_mul, Matrix.of_apply, Matrix.cons_val_zero, Matrix.cons_val_one] at h0 h1
  -- if one component vanishes, the coupling G forces the other to vanish
  have hz : ¬(v 0 = 0 ∧ v 1 = 0) := by
    rintro ⟨ha, hb⟩
    apply hv
    ext i
    fin_cases i
    · exact ha
    · exact hb
  constructor
  · intro ha
    have hb : G * v 1 = 0 := by linear_combination -h0 + (-2 * d - G - E) * ha
    exact hz ⟨ha, (mul_eq_zero.mp hb).resolve_left hG⟩
  · intro hb
    have ha : G * v 0 = 0 := by linear_combination -h1 + (2 * d - G - E) * hb
    exact hz ⟨(mul_eq_zero.mp ha).resolve_left hG, hb⟩
```

## (j) The BCS threshold and the gap to the exact energy

For d, G > 0, show that

min E(x) = −G − 2d if and only if G ≤ 2d,

and that the lowest one-pair eigenvalue satisfies

E₀ < E(x) for every x.

If G ≤ 2d, the identity in (g) gives E(x) ≥ E(0) = −G − 2d. If G > 2d, (e) and (f) provide a lower energy.

For the gap, write E(x) = −G − A with A = 2d cos x + (G/2) sin²x. This is the inner product of (2d, (G/2) sin x) with the unit vector (cos x, sin x), and

4d² + (G²/4) sin²x − A² = (2d sin x − (G/2) sin x cos x)² ≥ 0.

Hence A² ≤ 4d² + (G²/4) sin²x < 4d² + G², so A < S and E(x) > −G − S. Lean follows the same route, with `exactEnergy` as the eigenvalue.

In this one-pair, two-level model the collapse therefore belongs to the BCS ansatz; the exact state is a single geminal that stays correlated at every G > 0.

```lean
/-- For `d, G > 0` the lowest BCS energy is `-G - 2d` exactly when `G ≤ 2d`, while the lowest
eigenvalue of the one-pair Hamiltonian is strictly below every BCS energy. -/
theorem bcs_threshold_and_exact_gap {d G : ℝ} (hd : 0 < d) (hG : 0 < G) :
    (IsLeast (Set.range (bcsEnergy d G)) (-G - 2 * d) ↔ G ≤ 2 * d) ∧
    ∃ E₀, IsLeast {E : ℝ | ∃ v : Fin 2 → ℝ, v ≠ 0 ∧ pairHamiltonian d G *ᵥ v = E • v} E₀ ∧
      ∀ x, E₀ < bcsEnergy d G x := by
  refine ⟨⟨fun h => ?_, fun h => ⟨⟨0, by simp [bcsEnergy_eq]⟩, ?_⟩⟩,
    exactEnergy d G, exactEnergy_isLeast d hG.ne', fun x => ?_⟩
  · by_contra hlt
    have h' := h.2 (bcs_min_strong hd (not_le.mp hlt)).1
    linarith [strong_lt_normal hd (not_le.mp hlt)]
  · rintro _ ⟨x, rfl⟩
    rw [bcsEnergy_eq]
    have p := Real.sin_sq_add_cos_sq x
    nlinarith [mul_nonneg (sub_nonneg.mpr h) (sq_nonneg (Real.sin x)),
      mul_nonneg hd.le (sq_nonneg (1 - Real.cos x))]
  · -- Cauchy-Schwarz for the vectors (2d, G sin x / 2) and (cos x, sin x)
    have p := Real.sin_sq_add_cos_sq x
    have e : 4 * d ^ 2 + G ^ 2 * Real.sin x ^ 2 / 4
        - (2 * d * Real.cos x + G / 2 * Real.sin x ^ 2) ^ 2
        = (2 * d * Real.sin x - G / 2 * Real.sin x * Real.cos x) ^ 2 := by
      linear_combination (-(4 * d ^ 2 + G ^ 2 * Real.sin x ^ 2 / 4)) * p
    have hs : G ^ 2 * Real.sin x ^ 2 ≤ G ^ 2 :=
      mul_le_of_le_one_right (sq_nonneg G) (by linarith [sq_nonneg (Real.cos x)])
    have hlt : (2 * d * Real.cos x + G / 2 * Real.sin x ^ 2) ^ 2 < 4 * d ^ 2 + G ^ 2 := by
      linarith [sq_nonneg (2 * d * Real.sin x - G / 2 * Real.sin x * Real.cos x), pow_pos hG 2]
    have hr := Real.lt_sqrt_of_sq_lt hlt
    rw [bcsEnergy_eq, exactEnergy]
    linarith

end

end PairingCollapse
```

```lean
#print axioms PairingCollapse.onePair_block
-- 'PairingCollapse.onePair_block' depends on axioms: [propext, Classical.choice, Quot.sound]
#print axioms PairingCollapse.bcs_collapse_iff
-- 'PairingCollapse.bcs_collapse_iff' depends on axioms: [propext, Classical.choice, Quot.sound]
#print axioms PairingCollapse.exact_mixes_levels
-- 'PairingCollapse.exact_mixes_levels' depends on axioms: [propext, Classical.choice, Quot.sound]
#print axioms PairingCollapse.bcs_threshold_and_exact_gap
-- 'PairingCollapse.bcs_threshold_and_exact_gap' depends on axioms: [propext, Classical.choice, Quot.sound]
```

## The case d = G = 1 and the limit of weak pairing

For d = G = 1 the coupling is below the threshold. The best BCS energy is −3, with zero pairing amplitude. The exact energy is −1 − √5 ≈ −3.236, and the upper level has weight (1 − 2/√5)/2 ≈ 0.053.

As G → 0 at fixed d > 0, expanding the square root shows that the gap √(4d² + G²) − 2d behaves as G²/(4d), so the two energies merge quadratically in G.
